# Coefficient signs in a Gaussian contraction that vanishes at the nucleus and is positive elsewhere

Take two Gaussians with exponents $a<b$ and subtract the tight one from the diffuse one:

$$f(r)=e^{-ar^2}-e^{-br^2}.$$

The two terms cancel at $r=0$, and for $r>0$ the tight one is smaller, so $f>0$. With the signs reversed, $f$ would be negative. Near the nucleus $f(r)\approx(b-a)r^2$, so the curvature is $f''(0)=2(b-a)$, which is not zero. A function that starts more slowly than $r^2$ needs another Gaussian.

The same reasoning applies to any finite contraction. In a valence basis for an effective core potential, it constrains the signs of the coefficients of a nodeless s function, provided that its value at the nucleus is exactly zero. Functions of p and higher type carry an extra factor $r^l$ and vanish at the nucleus whatever their coefficients are, so that zero alone does not constrain the signs.

## The contracted function

Let $i$ run over a finite set of primitives with exponents $a_i$ and coefficients $c_i$. In Lean the set is the type `ι`, and `a` and `c` are real-valued functions on it.

```lean
import Mathlib

open Filter Topology

namespace ContractedGaussianSigns

noncomputable section

variable {ι : Type*} [Fintype ι]
```

The radial function is

$$f(r)=\sum_i c_i\,e^{-a_i r^2}.$$

The coefficients multiply unnormalised Gaussians. The variable `r` ranges over all real numbers, which makes the derivatives at the nucleus ordinary two-sided ones. An orbital has $a_i>0$, but the argument uses only the order of the exponents, so positivity is not assumed.

```lean
/-- The contracted Gaussian radial function with exponents `a i` and coefficients `c i`. -/
def contracted (a c : ι → ℝ) (r : ℝ) : ℝ :=
  ∑ i, c i * Real.exp (-a i * r ^ 2)
```

## Value and curvature at the nucleus

Every exponential equals 1 at $r=0$, so $f(0)=\sum_i c_i$.

```lean
/-- At the nucleus the contracted function equals the sum of its coefficients. -/
theorem contracted_zero (a c : ι → ℝ) : contracted a c 0 = ∑ i, c i := by
  simp [contracted]
```

The chain rule, applied term by term, gives

$$f'(r)=\sum_i c_i\,e^{-a_i r^2}(-2a_i r).$$

```lean
/-- The radial slope of a contracted Gaussian function at any distance. -/
theorem hasDerivAt_contracted (a c : ι → ℝ) (r : ℝ) :
    HasDerivAt (contracted a c)
      (∑ i, c i * (Real.exp (-a i * r ^ 2) * (-a i * (2 * r)))) r := by
  have h : ∀ i ∈ (Finset.univ : Finset ι),
      HasDerivAt (fun x : ℝ => c i * Real.exp (-a i * x ^ 2))
        (c i * (Real.exp (-a i * r ^ 2) * (-a i * (2 * r)))) r := by
    intro i _
    have h2 : HasDerivAt (fun x : ℝ => x ^ 2) (2 * r) r := by
      simpa using hasDerivAt_pow 2 r
    exact ((h2.const_mul (-a i)).exp).const_mul (c i)
  exact HasDerivAt.fun_sum h
```

A second differentiation gives

$$f''(r)=\sum_i c_i\,(4a_i^2r^2-2a_i)\,e^{-a_i r^2},\qquad f''(0)=-2\sum_i c_i a_i.$$

Lean applies the product rule directly at $r=0$, where the term from differentiating the exponential vanishes.

```lean
/-- The curvature at the nucleus is minus twice the exponent-weighted sum of coefficients. -/
theorem curvature_zero (a c : ι → ℝ) :
    deriv (deriv (contracted a c)) 0 = -2 * ∑ i, c i * a i := by
  have hd : deriv (contracted a c) =
      fun r => ∑ i, c i * (Real.exp (-a i * r ^ 2) * (-a i * (2 * r))) :=
    funext fun r => (hasDerivAt_contracted a c r).deriv
  have h : ∀ i ∈ (Finset.univ : Finset ι),
      HasDerivAt (fun x : ℝ => c i * (Real.exp (-a i * x ^ 2) * (-a i * (2 * x))))
        (-2 * (c i * a i)) 0 := by
    intro i _
    have h2 : HasDerivAt (fun x : ℝ => x ^ 2) (2 * 0) 0 := by
      simpa using hasDerivAt_pow 2 (0 : ℝ)
    have hE : HasDerivAt (fun x : ℝ => Real.exp (-a i * x ^ 2))
        (Real.exp (-a i * 0 ^ 2) * (-a i * (2 * 0))) 0 := (h2.const_mul (-a i)).exp
    have hL : HasDerivAt (fun x : ℝ => -a i * (2 * x)) (-a i * (2 * 1)) 0 :=
      ((hasDerivAt_id' (0 : ℝ)).const_mul 2).const_mul (-a i)
    have e : Real.exp (-a i * 0 ^ 2) = 1 := by simp
    refine ((hE.fun_mul hL).const_mul (c i)).congr_deriv ?_
    rw [e]
    ring
  rw [hd, Finset.mul_sum]
  exact (HasDerivAt.fun_sum h).deriv
```

## The tail isolates the most diffuse coefficient

Let $m$ be the most diffuse primitive, so that $a_m<a_i$ for every $i\neq m$; this is the hypothesis `hm`. Multiplying by the inverse of its Gaussian gives

$$e^{a_m r^2}f(r)=c_m+\sum_{i\ne m}c_i\,e^{-(a_i-a_m)r^2}\;\longrightarrow\;c_m\qquad(r\to\infty).$$

The proof takes the limit of each term separately, with the case $i=m$ constant, and then adds the limits.

```lean
/-- Far from the nucleus, the function divided by its most diffuse Gaussian tends to the
coefficient of that Gaussian. -/
theorem tail_limit (a c : ι → ℝ) (m : ι) (hm : ∀ i, i ≠ m → a m < a i) :
    Tendsto (fun r : ℝ => Real.exp (a m * r ^ 2) * contracted a c r) atTop (𝓝 (c m)) := by
  classical
  have h : ∀ i ∈ (Finset.univ : Finset ι),
      Tendsto (fun r : ℝ => c i * Real.exp (-(a i - a m) * r ^ 2)) atTop
        (𝓝 (if i = m then c m else 0)) := by
    intro i _
    by_cases him : i = m
    · rw [him]
      simp
    · -- every tighter Gaussian dies out relative to the most diffuse one
      have hp : 0 < a i - a m := sub_pos.mpr (hm i him)
      have h3 : Tendsto (fun r : ℝ => (a i - a m) * r ^ 2) atTop atTop :=
        (tendsto_pow_atTop two_ne_zero).const_mul_atTop hp
      have h4 := (Real.tendsto_exp_neg_atTop_nhds_zero.comp h3).const_mul (c i)
      rw [mul_zero] at h4
      rw [if_neg him]
      refine h4.congr (fun r => ?_)
      simp only [Function.comp_apply, neg_mul]
  have hs := tendsto_finsetSum Finset.univ h
  simp only [Finset.sum_ite_eq', Finset.mem_univ, if_true] at hs
  refine hs.congr (fun r => ?_)
  rw [contracted, Finset.mul_sum]
  refine Finset.sum_congr rfl (fun i _ => ?_)
  have e : Real.exp (-(a i - a m) * r ^ 2)
      = Real.exp (a m * r ^ 2) * Real.exp (-a i * r ^ 2) := by
    rw [← Real.exp_add]
    congr 1
    ring
  rw [e]
  ring
```

## A positive diffuse coefficient and a negative tighter one

Assume $f(0)=0$, $f(r)>0$ for $r>0$, and $c_m\neq0$. The first condition represents an s-type pseudo-orbital with no amplitude at the nucleus, and the second says that it has no radial node. Both are imposed here, not derived from a potential.

The product $e^{a_m r^2}f(r)$ is positive for $r>0$, so its limit satisfies $c_m\ge0$, and hence $c_m>0$. If no coefficient were negative, then $\sum_i c_i\ge c_m>0$, which contradicts $f(0)=0$. So some $c_j<0$. This $j$ is not $m$, and therefore $a_j>a_m$.

```lean
/-- If a contracted function vanishes at the nucleus and is positive elsewhere, and its single most
diffuse Gaussian has a nonzero coefficient, then that coefficient is positive and some tighter
Gaussian has a negative coefficient. -/
theorem diffuse_pos_tighter_neg (a c : ι → ℝ) (m : ι) (hm : ∀ i, i ≠ m → a m < a i)
    (hc : c m ≠ 0) (h0 : contracted a c 0 = 0) (hpos : ∀ r, 0 < r → 0 < contracted a c r) :
    0 < c m ∧ ∃ j, a m < a j ∧ c j < 0 := by
  have hnn : 0 ≤ c m := ge_of_tendsto (tail_limit a c m hm)
    ((eventually_gt_atTop 0).mono fun r hr => (mul_pos (Real.exp_pos _) (hpos r hr)).le)
  have hcm : 0 < c m := lt_of_le_of_ne hnn (Ne.symm hc)
  refine ⟨hcm, ?_⟩
  -- the coefficients sum to zero and `c m` is positive, so they cannot all be nonnegative
  have hj : ∃ j, c j < 0 := by
    by_contra hno
    have hall : ∀ i, 0 ≤ c i := fun i => le_of_not_gt fun hi => hno ⟨i, hi⟩
    have hle := Finset.single_le_sum (fun i _ => hall i) (Finset.mem_univ m)
    rw [contracted_zero] at h0
    linarith
  obtain ⟨j, hj⟩ := hj
  refine ⟨j, hm j ?_, hj⟩
  intro hjm
  rw [hjm] at hj
  linarith
```

## Zero curvature forces plus, minus, plus

Now add $f''(0)=0$, which makes $f$ start at order $r^4$ or higher. Among the primitives with negative coefficients, let $j$ be one with the smallest exponent. Both $\sum_i c_i$ and $\sum_i c_i a_i$ vanish, so

$$\sum_i c_i(a_i-a_j)=0.$$

The term $i=m$ is negative, because $c_m>0$ and $a_m<a_j$. Some other term $k$ must then be positive, which leaves two possibilities:

- $c_k>0$ and $a_k>a_j$, which is the claim;
- $c_k<0$ and $a_k<a_j$, which contradicts the choice of $j$.

Thus $a_m<a_j<a_k$, with $c_m>0$, $c_j<0$ and $c_k>0$. In the proof, `Finset.exists_min_image` selects $j$, and `mul_pos_iff` separates the two cases. Other primitives may carry either sign.

```lean
/-- Suppose a contracted function has zero value and curvature at the nucleus and is positive
elsewhere, and its single most diffuse Gaussian has a nonzero coefficient. Then the coefficients
show the signs plus, minus, plus along some three increasing exponents, starting from the most
diffuse one. -/
theorem flat_sign_pattern (a c : ι → ℝ) (m : ι) (hm : ∀ i, i ≠ m → a m < a i)
    (hc : c m ≠ 0) (h0 : contracted a c 0 = 0) (hpos : ∀ r, 0 < r → 0 < contracted a c r)
    (hflat : deriv (deriv (contracted a c)) 0 = 0) :
    0 < c m ∧ ∃ j k, a m < a j ∧ a j < a k ∧ c j < 0 ∧ 0 < c k := by
  classical
  obtain ⟨hcm, j₀, _, hj₀⟩ := diffuse_pos_tighter_neg a c m hm hc h0 hpos
  -- the most diffuse Gaussian among those with negative coefficient
  obtain ⟨j, hjmem, hjmin⟩ := Finset.exists_min_image
    (Finset.univ.filter fun i => c i < 0) a ⟨j₀, by simp [hj₀]⟩
  have hj : c j < 0 := (Finset.mem_filter.mp hjmem).2
  have hmj : a m < a j := hm j (fun h => by rw [h] at hj; linarith)
  have hsum : ∑ i, c i * (a i - a j) = 0 := by
    rw [contracted_zero] at h0
    rw [curvature_zero] at hflat
    simp only [mul_sub, Finset.sum_sub_distrib, ← Finset.sum_mul]
    rw [h0]
    linarith
  -- the term of `m` is negative, so another term must be positive
  have hk : ∃ k, 0 < c k * (a k - a j) := by
    by_contra hno
    have hlt : ∑ i, c i * (a i - a j) < ∑ _i : ι, (0 : ℝ) :=
      Finset.sum_lt_sum (fun i _ => le_of_not_gt fun hi => hno ⟨i, hi⟩)
        ⟨m, Finset.mem_univ m, mul_neg_of_pos_of_neg hcm (by linarith)⟩
    rw [hsum, Finset.sum_const_zero] at hlt
    exact lt_irrefl _ hlt
  obtain ⟨k, hk⟩ := hk
  rcases mul_pos_iff.mp hk with ⟨h1, h2⟩ | ⟨h1, h2⟩
  · exact ⟨hcm, j, k, hmj, by linarith, hj, h1⟩
  · have := hjmin k (by simp [h1])
    linarith
```

If all exponents are distinct (`Function.Injective a`) and all coefficients are nonzero, a unique most diffuse primitive exists and the previous result applies to it. The indices $m,j,k$ are different because their exponents are, so there are at least three terms. An empty sum is excluded because it cannot be positive at $r=1$.

```lean
/-- A contracted function with distinct exponents and nonzero coefficients that is positive away
from the nucleus, and has zero value and curvature there, contains at least three Gaussians. -/
theorem flat_needs_three (a c : ι → ℝ) (ha : Function.Injective a) (hc : ∀ i, c i ≠ 0)
    (h0 : contracted a c 0 = 0) (hpos : ∀ r, 0 < r → 0 < contracted a c r)
    (hflat : deriv (deriv (contracted a c)) 0 = 0) : 3 ≤ Fintype.card ι := by
  have hne : Nonempty ι := by
    by_contra hno
    have : IsEmpty ι := not_nonempty_iff.mp hno
    have h1 := hpos 1 one_pos
    simp [contracted] at h1
  obtain ⟨m, hmin⟩ := Finite.exists_min a
  have hm : ∀ i, i ≠ m → a m < a i := fun i hi =>
    lt_of_le_of_ne (hmin i) (fun h => hi (ha h.symm))
  obtain ⟨_, j, k, h1, h2, _, _⟩ := flat_sign_pattern a c m hm (hc m) h0 hpos hflat
  exact Fintype.two_lt_card_iff.mpr ⟨m, j, k, fun h => by rw [h] at h1; linarith,
    fun h => by rw [h] at h1; linarith, fun h => by rw [h] at h2; linarith⟩
```

## Two and three terms are enough

The opening example meets the conditions on value and positivity for every $a<b$. In Lean, `![a, b]` lists its exponents and `![1, -1]` its coefficients. The curvature formula gives $-2(a-b)=2(b-a)$.

```lean
/-- The difference of a diffuse and a tight Gaussian vanishes at the nucleus, is positive elsewhere,
and has curvature `2 * (b - a)` at the nucleus. -/
theorem two_term_witness (a b : ℝ) (hab : a < b) :
    contracted ![a, b] ![1, -1] 0 = 0 ∧
    (∀ r, 0 < r → 0 < contracted ![a, b] ![1, -1] r) ∧
    deriv (deriv (contracted ![a, b] ![1, -1])) 0 = 2 * (b - a) := by
  refine ⟨by simp [contracted_zero, Fin.sum_univ_two], fun r hr => ?_, ?_⟩
  · have h : Real.exp (-b * r ^ 2) < Real.exp (-a * r ^ 2) :=
      Real.exp_lt_exp.mpr (by nlinarith [pow_pos hr 2])
    have e : contracted ![a, b] ![1, -1] r
        = Real.exp (-a * r ^ 2) - Real.exp (-b * r ^ 2) := by
      simp [contracted, Fin.sum_univ_two, sub_eq_add_neg]
    rw [e]
    linarith
  · have e : ∑ i, (![1, -1] : Fin 2 → ℝ) i * (![a, b] : Fin 2 → ℝ) i = a - b := by
      simp [Fin.sum_univ_two, sub_eq_add_neg]
    rw [curvature_zero, e]
    ring
```

For the flat case, take exponents $1,2,3$ and coefficients $1,-2,1$. By hand,

$$\sum_i c_i=1-2+1=0,\qquad \sum_i c_i a_i=1-4+3=0.$$

With $e=e^{-r^2}$, the function factorises:

$$f(r)=e-2e^2+e^3=e(1-e)^2,$$

which is positive for $r>0$ because $0<e<1$. At $r=1$ the three terms are $0.3679-0.2707+0.0498=0.1470$. The bound of three is therefore attained.

```lean
/-- Three Gaussians with exponents 1, 2, 3 and coefficients 1, -2, 1 give a function that is
positive away from the nucleus and has zero value and curvature there. -/
theorem three_term_witness :
    contracted ![1, 2, 3] ![1, -2, 1] 0 = 0 ∧
    (∀ r, 0 < r → 0 < contracted ![1, 2, 3] ![1, -2, 1] r) ∧
    deriv (deriv (contracted ![1, 2, 3] ![1, -2, 1])) 0 = 0 := by
  refine ⟨?_, fun r hr => ?_, ?_⟩
  · rw [contracted_zero, Fin.sum_univ_three]
    norm_num [Matrix.cons_val_two]
  · -- the function factorises as `e * (1 - e) ^ 2` with `e = exp (-r ^ 2)`
    have h2 : Real.exp (-2 * r ^ 2) = Real.exp (-r ^ 2) ^ 2 := by
      rw [← Real.exp_nat_mul]
      congr 1
      push_cast
      ring
    have h3 : Real.exp (-3 * r ^ 2) = Real.exp (-r ^ 2) ^ 3 := by
      rw [← Real.exp_nat_mul]
      congr 1
      push_cast
      ring
    have e : contracted ![1, 2, 3] ![1, -2, 1] r = 1 * Real.exp (-1 * r ^ 2)
        + -2 * Real.exp (-2 * r ^ 2) + 1 * Real.exp (-3 * r ^ 2) := by
      simp [contracted, Fin.sum_univ_three]
    have hfac : contracted ![1, 2, 3] ![1, -2, 1] r
        = Real.exp (-r ^ 2) * (1 - Real.exp (-r ^ 2)) ^ 2 := by
      rw [e, h2, h3, neg_one_mul]
      ring
    have hlt : Real.exp (-r ^ 2) < 1 :=
      Real.exp_lt_one_iff.mpr (by linarith [pow_pos hr 2])
    rw [hfac]
    exact mul_pos (Real.exp_pos _) (pow_pos (by linarith) 2)
  · rw [curvature_zero, Fin.sum_univ_three]
    norm_num [Matrix.cons_val_two]

end

end ContractedGaussianSigns
```

```lean
#print axioms ContractedGaussianSigns.flat_sign_pattern
#print axioms ContractedGaussianSigns.flat_needs_three
```

```
'ContractedGaussianSigns.flat_sign_pattern' depends on axioms: [propext, Classical.choice, Quot.sound]
'ContractedGaussianSigns.flat_needs_three' depends on axioms: [propext, Classical.choice, Quot.sound]
```

## Checking a tabulated contraction

Basis-set files commonly list coefficients $d_i$ for normalised primitives. For s functions,

$$c_i=d_i\,(2a_i/\pi)^{3/4}.$$

The factor is positive, so the sign pattern can be read directly from the $d_i$. The sums cannot: the value at the nucleus is zero when $\sum_i d_i a_i^{3/4}=0$, and the curvature is zero when $\sum_i d_i a_i^{7/4}=0$. With rounded table entries, a script should allow a tolerance in both tests. In the three-term example, the $d_i$ are proportional to $1,\,-1.189,\,0.439$, whose sum is about $0.25$ although $f(0)=0$.

An orbital's overall sign is arbitrary, so a function that is negative away from the nucleus should be multiplied by $-1$ first. The signs are necessary conditions only: a contraction with the right pattern can still have a node or a nonzero value at the nucleus. If a fit leaves $f(0)$ small but positive, a negative coefficient is still forced as long as $f(0)<c_m$, because without one $f(0)=\sum_i c_i\ge c_m$.
